# The contracted V−A traces of muon decay equal 256 (a·c)(b·d), whatever the masses

Q: What goes wrong in muon decay if I don't have this identity?

A: You can pair the wrong momenta. The spin-summed rate contains two Dirac traces contracted over two indices, and each trace has a part with the antisymmetric $\varepsilon$ tensor. A sign error in that part of one trace turns $(a\cdot c)(b\cdot d)$ into $(a\cdot d)(b\cdot c)$. Let $a,b,c,d$ be the momenta of the muon, muon neutrino, electron antineutrino and electron. With massless neutrinos, the wrong form vanishes at the greatest electron energy, where the two neutrinos move in parallel. The right form doesn't.

Q: Then derive it without $\varepsilon$ tensors.

A: The trace for one fermion line is

$$T^{\mu\nu}(a,b)=\mathrm{tr}\left[\gamma^\mu(1-\gamma_5)(\slashed a+m)\gamma^\nu(1-\gamma_5)(\slashed b+n)\right],$$

and the claim is that $T^{\mu\nu}(a,b)\,T_{\mu\nu}(c,d)=256\,(a\cdot c)(b\cdot d)$, summed over both indices. The second trace may have other masses than the first.

Use two-component matrices. Let $s^\mu=(1,-\boldsymbol\sigma)$ and $A=a^0-\mathbf a\cdot\boldsymbol\sigma$, and form $B,C,D$ likewise. In the Dirac representation $\sigma_1\sigma_2\sigma_3=i$ gives

$$\gamma_5=i\gamma^0\gamma^1\gamma^2\gamma^3=\begin{pmatrix}0&1\\1&0\end{pmatrix},\qquad \gamma^\mu(1-\gamma_5)=\begin{pmatrix}s^\mu&-s^\mu\\s^\mu&-s^\mu\end{pmatrix}.$$

Multiplying by a spin sum with mass $n$ gives

$$(\slashed b+n)\gamma^\mu(1-\gamma_5)=\begin{pmatrix}(n+B)s^\mu&-(n+B)s^\mu\\(n-B)s^\mu&-(n-B)s^\mu\end{pmatrix}.$$

Multiply this by the same expression for $a$, mass $m$ and index $\nu$. The diagonal blocks are $2(n+B)s^\mu As^\nu$ and $-2(n-B)s^\mu As^\nu$. Their sum is $4Bs^\mu As^\nu$, so both masses are gone and the trace is $4\,\mathrm{tr}(Bs^\mu As^\nu)$.

Q: And the contraction?

A: Write $g_\mu=(1,-1,-1,-1)$ for the diagonal of the metric. Completeness of the Pauli matrices reads

$$\sum_\mu g_\mu s^\mu_{ij}s^\mu_{kl}=2(\delta_{ij}\delta_{kl}-\delta_{il}\delta_{jk}).$$

Closing the indices in two ways gives two Fierz identities:

$$\sum_\mu g_\mu\,\mathrm{tr}(Xs^\mu)\,\mathrm{tr}(Ys^\mu)=2(\mathrm{tr}X\,\mathrm{tr}Y-\mathrm{tr}XY),$$
$$\sum_\mu g_\mu\,\mathrm{tr}(Xs^\mu Ms^\mu)=2(\mathrm{tr}XM-\mathrm{tr}X\,\mathrm{tr}M).$$

Apply the first to the $\mu$ sum, with $X=As^\nu B$ and $Y=Cs^\nu D$. This leaves

$$2\sum_\nu g_\nu\left[\mathrm{tr}(BAs^\nu)\,\mathrm{tr}(DCs^\nu)-\mathrm{tr}(DAs^\nu BCs^\nu)\right].$$

The first identity on the first term and the second on the other give

$$4\left[\mathrm{tr}BA\,\mathrm{tr}DC-\mathrm{tr}BADC+\mathrm{tr}DA\,\mathrm{tr}BC-\mathrm{tr}DABC\right].$$

Q: That doesn't look like a product of two scalar products.

A: Set $\tilde X=\mathrm{tr}X-X$, the adjugate of a $2\times2$ matrix. Then $\mathrm{tr}X\,\mathrm{tr}Y-\mathrm{tr}XY=\mathrm{tr}(X\tilde Y)$ and $\widetilde{XY}=\tilde Y\tilde X$, so the bracket is $\mathrm{tr}[A\tilde C(\tilde DB+\tilde BD)]$. Since $\tilde XX=\det X$ for $X=B$, $D$ and $B+D$, the inner sum is a multiple of the identity, namely $\mathrm{tr}(B\tilde D)$. The bracket is therefore $\mathrm{tr}(A\tilde C)\,\mathrm{tr}(B\tilde D)$. Finally

$$\mathrm{tr}(A\tilde C)=4a^0c^0-2(a^0c^0+\mathbf a\cdot\mathbf c)=2\,a\cdot c,$$

and likewise for $b,d$. The factors are $4\cdot4$ from the two traces, $4$ from the contractions and $2\cdot2$ from the scalar products: 256.

Q: Now the formal side. Are these the usual gamma matrices, or abstract symbols?

A: They are explicit complex matrices. The index type `Fin 2 ⊕ Fin 2` splits a Dirac spinor into its upper and lower pairs, and `Fin 4` holds the Lorentz index from 0 to 3.

```lean
import Mathlib

open Matrix

namespace MuonDecayTrace

noncomputable section

/-- Two-component matrices: the identity followed by the three Pauli matrices. -/
def pauli : Fin 4 → Matrix (Fin 2) (Fin 2) ℂ :=
  ![1, !![0, 1; 1, 0], !![0, -Complex.I; Complex.I, 0], !![1, 0; 0, -1]]

/-- Diagonal entries of the Minkowski metric, with signature (+,-,-,-). -/
def metric : Fin 4 → ℂ := ![1, -1, -1, -1]

/-- The Minkowski product of two (possibly complex) four-vectors, without conjugation. -/
def dot (a b : Fin 4 → ℂ) : ℂ := ∑ μ, metric μ * a μ * b μ

/-- The gamma matrices with upper index in the Dirac representation, in 2 × 2 blocks. -/
def gamma : Fin 4 → Matrix (Fin 2 ⊕ Fin 2) (Fin 2 ⊕ Fin 2) ℂ :=
  ![fromBlocks (pauli 0) 0 0 (-pauli 0), fromBlocks 0 (pauli 1) (-pauli 1) 0,
    fromBlocks 0 (pauli 2) (-pauli 2) 0, fromBlocks 0 (pauli 3) (-pauli 3) 0]

/-- The gamma matrices with lower index. -/
def gammaLow (μ : Fin 4) : Matrix (Fin 2 ⊕ Fin 2) (Fin 2 ⊕ Fin 2) ℂ := metric μ • gamma μ

/-- The chirality matrix, i times the product of the four gamma matrices. -/
def gamma5 : Matrix (Fin 2 ⊕ Fin 2) (Fin 2 ⊕ Fin 2) ℂ :=
  Complex.I • (gamma 0 * gamma 1 * gamma 2 * gamma 3)

/-- The slashed four-vector: upper components contracted with lower-index gammas. -/
def slash (a : Fin 4 → ℂ) : Matrix (Fin 2 ⊕ Fin 2) (Fin 2 ⊕ Fin 2) ℂ :=
  ∑ μ, a μ • gammaLow μ
```

Q: The vectors are complex. Does `dot` conjugate one of them?

A: No, it is the bilinear Minkowski product, which for real momenta is the usual one. The vectors carry upper components, and `slash a` is $a^\mu\gamma_\mu$. No mass-shell condition or momentum conservation is imposed.

Next comes the fermion line. Its vertices contain $1-\gamma_5$ and not the projector $\tfrac12(1-\gamma_5)$; with projectors, 256 would become 16.

```lean
/-- The trace of a fermion line with vertices `G * (1 - gamma5)` and `H * (1 - gamma5)` and with
spin sums `P` and `Q`. -/
def weakTrace (G P H Q : Matrix (Fin 2 ⊕ Fin 2) (Fin 2 ⊕ Fin 2) ℂ) : ℂ :=
  trace (G * (1 - gamma5) * P * H * (1 - gamma5) * Q)

/-- The two-component matrices (1, -σ). -/
def sbar (μ : Fin 4) : Matrix (Fin 2) (Fin 2) ℂ := metric μ • pauli μ

/-- The two-component form of a four-vector: its time component minus its spatial part
contracted with the Pauli matrices. -/
def weyl (a : Fin 4 → ℂ) : Matrix (Fin 2) (Fin 2) ℂ := ∑ μ, a μ • sbar μ
```

Q: Why is something called `weyl` in a Dirac-representation calculation?

A: It names the matrix $A$ above, which textbooks write as $a_\mu\sigma^\mu$ with $\sigma^\mu=(1,\boldsymbol\sigma)$. The matrices `sbar` are the textbook $\bar\sigma^\mu$, my $s^\mu$.

Q: What exactly do the final theorems say?

A: `muon_decay_trace_massive` takes any four complex vectors and any four complex numbers `ma`, `mb`, `mc`, `md`. It sums over both indices the trace with upper-index gammas times the trace with lower-index gammas, and the sum is `256 * dot a c * dot b d`. An antiparticle's spin sum $\slashed c-m$ is the case `mc` $=-m$. `muon_decay_trace` has the slashed vectors alone.

Q: So is the decay rate proved?

A: No. The rate also needs the average over the muon's spin and the integral over phase space, and the Lean proof doesn't show that the spin-summed squared amplitude is this product of traces, up to the coupling. That follows from the V−A contact interaction at lowest order and from the spin sums $\sum u\bar u=\slashed p+m$ for particles and $\sum v\bar v=\slashed p-m$ for antiparticles. Within that approximation, the identity supplies the momentum dependence of the squared matrix element for unpolarised muon decay.

Q: Does it matter that both lines are V−A?

A: It matters that they have the same handedness. Put $1+\gamma_5$ in the second trace only, and take $a=c=(1,0,0,0)$ and $b=d=(0,0,0,1)$. The formula would give $256\cdot1\cdot(-1)=-256$. In two-component form, the index pairs $(0,3)$ and $(3,0)$ contribute $-8$ in total, as they do when both lines are V−A. The pairs $(1,2)$ and $(2,1)$ now contribute $+8$ instead of $-8$, and the sum is 0. Here $b$ and $d$ are spacelike, so they test the algebra and aren't momenta of real particles. This example is a calculation of mine by hand, separate from the Lean proof.

Q: Take me through that proof, then. Where does the block form come from?

A: The first lemma multiplies out the Pauli product $\sigma_1\sigma_2\sigma_3=i$ entry by entry and inserts it into the block product. The second computes $1-\gamma_5$ and then treats the four values of $\mu$ separately. The third compares the entries of the spin sum.

```lean
/-- In the Dirac representation gamma5 exchanges the upper and lower two components. -/
theorem gamma5_eq : gamma5 = fromBlocks 0 1 1 0 := by
  have h : pauli 0 * pauli 1 * pauli 2 * pauli 3 = Complex.I • 1 := by
    ext i j
    fin_cases i <;> fin_cases j <;> simp [pauli, Matrix.mul_apply, Fin.sum_univ_two]
  simp [gamma5, gamma, fromBlocks_multiply, fromBlocks_smul, h, smul_smul]

/-- A V-A vertex contains only the two-component matrix (1, -σ). -/
theorem gamma_chiral (μ : Fin 4) :
    gamma μ * (1 - gamma5) = fromBlocks (sbar μ) (-sbar μ) (sbar μ) (-sbar μ) := by
  have h : (1 : Matrix (Fin 2 ⊕ Fin 2) (Fin 2 ⊕ Fin 2) ℂ) - gamma5
      = fromBlocks 1 (-1) (-1) 1 := by
    rw [gamma5_eq, ← fromBlocks_one, sub_eq_add_neg, fromBlocks_neg, fromBlocks_add]
    simp
  rw [h]
  fin_cases μ <;> simp [gamma, sbar, metric, fromBlocks_multiply]

/-- The spin sum of a particle with momentum `b` and mass `m`, in 2 × 2 blocks. -/
theorem slash_add_mass (b : Fin 4 → ℂ) (m : ℂ) :
    slash b + m • 1 = fromBlocks ((m + b 0) • 1) (weyl b - b 0 • 1)
      (b 0 • 1 - weyl b) ((m - b 0) • 1) := by
  ext i j
  rcases i with i | i <;> rcases j with j | j <;> fin_cases i <;> fin_cases j <;>
    simp [slash, gammaLow, gamma, metric, weyl, sbar, pauli, Fin.sum_univ_four] <;> ring
```

Q: And the cancellation of the masses?

A: In `weakTrace_eq`, `line` is the product of a spin sum and a vertex displayed above. `cyc` moves the last spin sum to the front, and `blocks` adds the traces of the diagonal blocks. After the products are expanded, `module` collects the terms, and the mass terms cancel.

```lean
/-- The trace of a V-A fermion line is four times a two-component trace, in which the
masses `m` and `n` do not appear. -/
theorem weakTrace_eq (μ ν : Fin 4) (a b : Fin 4 → ℂ) (m n : ℂ) :
    weakTrace (gamma μ) (slash a + m • 1) (gamma ν) (slash b + n • 1)
      = 4 * trace (weyl b * sbar μ * weyl a * sbar ν) := by
  have line : ∀ (p : Fin 4 → ℂ) (k : ℂ) (ρ : Fin 4),
      (slash p + k • 1) * (gamma ρ * (1 - gamma5))
        = fromBlocks ((k • 1 + weyl p) * sbar ρ) (-((k • 1 + weyl p) * sbar ρ))
          ((k • 1 - weyl p) * sbar ρ) (-((k • 1 - weyl p) * sbar ρ)) := by
    intro p k ρ
    rw [slash_add_mass, gamma_chiral, fromBlocks_multiply]
    congr 1 <;>
      simp only [Matrix.add_mul, Matrix.sub_mul, Matrix.smul_mul, Matrix.one_mul,
        Matrix.mul_neg] <;> module
  -- bring the last spin sum to the front and group each spin sum with its vertex
  have cyc : weakTrace (gamma μ) (slash a + m • 1) (gamma ν) (slash b + n • 1)
      = trace (((slash b + n • 1) * (gamma μ * (1 - gamma5)))
        * ((slash a + m • 1) * (gamma ν * (1 - gamma5)))) := by
    unfold weakTrace
    rw [Matrix.trace_mul_comm]
    simp only [Matrix.mul_assoc]
  -- the trace of a block matrix is the sum of the traces of its diagonal blocks
  have blocks : ∀ A B C D : Matrix (Fin 2) (Fin 2) ℂ,
      trace (fromBlocks A B C D) = trace A + trace D := by
    intro A B C D
    simp [Matrix.trace, Fintype.sum_sum_type]
  rw [cyc, line, line, fromBlocks_multiply, blocks, ← Matrix.trace_add]
  trans trace ((4 : ℂ) • (weyl b * sbar μ * weyl a * sbar ν))
  · congr 1
    simp only [Matrix.add_mul, Matrix.sub_mul, Matrix.mul_add, Matrix.mul_sub,
      Matrix.smul_mul, Matrix.mul_smul, Matrix.one_mul, Matrix.neg_mul, Matrix.mul_neg,
      Matrix.mul_assoc]
    module
  · rw [Matrix.trace_smul, smul_eq_mul]
```

Q: Does Lean use Pauli completeness for the Fierz identities?

A: It writes out the four terms of each sum in matrix entries instead. What remains differs only by multiples of $i^2+1$, which `linear_combination` removes.

```lean
/-- Two-component Fierz identity that joins two traces sharing a contracted index. -/
theorem fierz_join (X Y : Matrix (Fin 2) (Fin 2) ℂ) :
    ∑ μ, metric μ * (trace (X * sbar μ) * trace (Y * sbar μ))
      = 2 * (trace X * trace Y - trace (X * Y)) := by
  simp [Fin.sum_univ_four, metric, sbar, pauli, trace_fin_two, Matrix.mul_apply,
    Fin.sum_univ_two]
  linear_combination (-(X 0 1 - X 1 0) * (Y 0 1 - Y 1 0)) * Complex.I_sq

/-- Two-component Fierz identity for an index contracted inside a single trace. -/
theorem fierz_split (X M : Matrix (Fin 2) (Fin 2) ℂ) :
    ∑ μ, metric μ * trace (X * sbar μ * M * sbar μ)
      = 2 * (trace (X * M) - trace X * trace M) := by
  simp [Fin.sum_univ_four, metric, sbar, pauli, trace_fin_two, Matrix.mul_apply,
    Fin.sum_univ_two]
  linear_combination
    (X 0 0 * M 1 1 - X 0 1 * M 0 1 - X 1 0 * M 1 0 + X 1 1 * M 0 0) * Complex.I_sq
```

The double contraction follows the order used by hand. `Finset.sum_comm` puts the $\mu$ sum inside, `fierz_join` does that sum, and then `fierz_join` and `fierz_split` do the $\nu$ sum. The helpers `cyc`, `rot` and `rot'` are cyclic rotations of traces. Where I used adjugates, Lean expands the $2\times2$ entries and `ring` confirms the factorisation.

```lean
/-- Contracting both indices between two two-component traces pairs `A` with `C` and
`B` with `D`. -/
theorem double_contraction (A B C D : Matrix (Fin 2) (Fin 2) ℂ) :
    ∑ μ, ∑ ν, metric μ * metric ν *
        (trace (B * sbar μ * A * sbar ν) * trace (D * sbar μ * C * sbar ν))
      = 4 * (trace A * trace C - trace (A * C)) * (trace B * trace D - trace (B * D)) := by
  have cyc : ∀ P Q s t : Matrix (Fin 2) (Fin 2) ℂ,
      trace (P * s * Q * t) = trace (Q * t * P * s) := by
    intro P Q s t
    rw [Matrix.mul_assoc (P * s) Q t, Matrix.trace_mul_comm (P * s) (Q * t),
      ← Matrix.mul_assoc]
  have rot : ∀ P Q s : Matrix (Fin 2) (Fin 2) ℂ, trace (P * s * Q) = trace (Q * P * s) := by
    intro P Q s
    rw [Matrix.trace_mul_comm (P * s) Q, ← Matrix.mul_assoc]
  have rot' : ∀ s : Matrix (Fin 2) (Fin 2) ℂ,
      trace (A * s * B * (C * s * D)) = trace (D * A * s * (B * C) * s) := by
    intro s
    rw [← Matrix.mul_assoc (A * s * B) (C * s) D,
      Matrix.trace_mul_comm (A * s * B * (C * s)) D]
    simp only [Matrix.mul_assoc]
  rw [Finset.sum_comm]
  calc _ = ∑ ν, metric ν * ∑ μ, metric μ *
        (trace (A * sbar ν * B * sbar μ) * trace (C * sbar ν * D * sbar μ)) := by
        refine Finset.sum_congr rfl fun ν _ => ?_
        rw [Finset.mul_sum]
        refine Finset.sum_congr rfl fun μ _ => ?_
        rw [cyc B A, cyc D C]
        ring
    _ = 2 * (∑ ν, metric ν * (trace (B * A * sbar ν) * trace (D * C * sbar ν)))
        - 2 * ∑ ν, metric ν * trace (D * A * sbar ν * (B * C) * sbar ν) := by
        rw [Finset.mul_sum, Finset.mul_sum, ← Finset.sum_sub_distrib]
        refine Finset.sum_congr rfl fun ν _ => ?_
        rw [fierz_join, rot', rot A B, rot C D]
        ring
    _ = _ := by
        rw [fierz_join, fierz_split]
        simp only [trace_fin_two, Matrix.mul_apply, Fin.sum_univ_two]
        ring
```

The link to the Minkowski product is again a computation in components.

```lean
/-- The Minkowski product expressed through traces of two-component matrices. -/
theorem weyl_dot (a c : Fin 4 → ℂ) :
    trace (weyl a) * trace (weyl c) - trace (weyl a * weyl c) = 2 * dot a c := by
  simp [weyl, dot, Fin.sum_univ_four, metric, sbar, pauli, trace_fin_two, Matrix.mul_apply,
    Fin.sum_univ_two]
  linear_combination (2 * a 2 * c 2) * Complex.I_sq
```

Q: What is left for the main theorem?

A: The lower indices. `low` pulls the factors $g_\mu g_\nu$ out of the second trace. Using `weakTrace_eq` twice then gives the factor 16, and `double_contraction` with two uses of `weyl_dot` gives the rest.

```lean
/-- Muon-decay trace with massive spin sums: the contracted product of the two V-A traces
is 256 (a·c)(b·d), whatever the four masses. -/
theorem muon_decay_trace_massive (a b c d : Fin 4 → ℂ) (ma mb mc md : ℂ) :
    ∑ μ, ∑ ν, weakTrace (gamma μ) (slash a + ma • 1) (gamma ν) (slash b + mb • 1)
        * weakTrace (gammaLow μ) (slash c + mc • 1) (gammaLow ν) (slash d + md • 1)
      = 256 * dot a c * dot b d := by
  -- lowering the two indices costs two metric factors
  have low : ∀ (μ ν : Fin 4) (P Q : Matrix (Fin 2 ⊕ Fin 2) (Fin 2 ⊕ Fin 2) ℂ),
      weakTrace (gammaLow μ) P (gammaLow ν) Q
        = metric μ * metric ν * weakTrace (gamma μ) P (gamma ν) Q := by
    intro μ ν P Q
    simp only [weakTrace, gammaLow, Matrix.smul_mul, Matrix.mul_smul, Matrix.trace_smul,
      smul_eq_mul]
    ring
  calc _ = 16 * ∑ μ, ∑ ν, metric μ * metric ν *
        (trace (weyl b * sbar μ * weyl a * sbar ν)
          * trace (weyl d * sbar μ * weyl c * sbar ν)) := by
        simp only [Finset.mul_sum]
        refine Finset.sum_congr rfl fun μ _ => Finset.sum_congr rfl fun ν _ => ?_
        rw [low, weakTrace_eq, weakTrace_eq]
        ring
    _ = _ := by
        rw [double_contraction, weyl_dot, weyl_dot]
        ring
```

Setting all four masses to zero gives the massless version.

```lean
/-- Muon-decay trace: with slashed four-vectors alone in the spin sums, the contracted
product of the two V-A traces is 256 (a·c)(b·d). -/
theorem muon_decay_trace (a b c d : Fin 4 → ℂ) :
    ∑ μ, ∑ ν, weakTrace (gamma μ) (slash a) (gamma ν) (slash b)
        * weakTrace (gammaLow μ) (slash c) (gammaLow ν) (slash d)
      = 256 * dot a c * dot b d := by
  have h := muon_decay_trace_massive a b c d 0 0 0 0
  simp only [zero_smul, add_zero] at h
  exact h

end

end MuonDecayTrace
```

```lean
#print axioms MuonDecayTrace.muon_decay_trace_massive
#print axioms MuonDecayTrace.muon_decay_trace
```

```
'MuonDecayTrace.muon_decay_trace_massive' depends on axioms: [propext, Classical.choice, Quot.sound]
'MuonDecayTrace.muon_decay_trace' depends on axioms: [propext, Classical.choice, Quot.sound]
```
